# In a weakly inhomogeneous static dielectric, local fields never raise the effective permittivity above the mean permittivity

A uniform field applied to a material whose permittivity varies slightly from place to place induces small internal fields, and these shift the permittivity seen from outside. For a real symmetric permittivity operator and a finite-dimensional space of internal fields, the Lean file below finds the leading shift, bounds the error, and shows that the whole shift is never upward.

```lean
import Mathlib

open scoped InnerProductSpace Topology

namespace WeakContrast

noncomputable section

variable {F : Type*} [NormedAddCommGroup F] [InnerProductSpace ℝ F]

/-- The permittivity operator `c + t V`: a uniform background `c` plus a contrast `V` of
strength `t`. -/
def permittivity (V : F →L[ℝ] F) (c t : ℝ) : F →L[ℝ] F :=
  c • ContinuousLinearMap.id ℝ F + t • V

/-- The quadratic energy `⟨x, (c + t V) x⟩` of a field `x`. -/
def energy (V : F →L[ℝ] F) (c t : ℝ) (x : F) : ℝ :=
  ⟪x, permittivity V c t x⟫_ℝ

/-- The effective permittivity: the infimum of the energy over all fields `u + e`, with `u` the
applied field and `e` a fluctuation in `E`. This reading is meant for a unit `u` and an energy that
is bounded below on these fields. -/
def effective (V : F →L[ℝ] F) (E : Submodule ℝ F) (u : F) (c t : ℝ) : ℝ :=
  sInf (Set.range fun e : E => energy V c t (u + (e : F)))

variable (V : F →L[ℝ] F) (E : Submodule ℝ F) [FiniteDimensional ℝ E] (u : F) (c t : ℝ)

/-- The first-order local field `-(t/c) P V u`, where `P` projects orthogonally onto `E`; for
`c ≠ 0` and `u` orthogonal to `E`, it is the fluctuation induced to first order in `t`. -/
def localField : F := (-(t / c)) • E.starProjection (V u)

/-- The contrast changes the energy of a field `x` in the uniform background by at most
`|t| ‖V‖ ‖x‖²`. -/
theorem energy_bound (x : F) :
    |energy V c t x - c * ‖x‖ ^ 2| ≤ |t| * ‖V‖ * ‖x‖ ^ 2 := by
  have h : energy V c t x - c * ‖x‖ ^ 2 = t * ⟪x, V x⟫_ℝ := by
    show ⟪x, c • x + t • V x⟫_ℝ - c * ‖x‖ ^ 2 = _
    rw [inner_add_right, real_inner_smul_right, real_inner_smul_right,
      real_inner_self_eq_norm_sq]
    ring
  rw [h, abs_mul]
  calc |t| * |⟪x, V x⟫_ℝ| ≤ |t| * (‖x‖ * (‖V‖ * ‖x‖)) :=
        mul_le_mul_of_nonneg_left ((abs_real_inner_le_norm x (V x)).trans
          (mul_le_mul_of_nonneg_left (V.le_opNorm x) (norm_nonneg x))) (abs_nonneg t)
    _ = |t| * ‖V‖ * ‖x‖ ^ 2 := by ring

/-- A fluctuation in `E` sees only the projection onto `E` of any field. -/
theorem inner_proj (x : F) (w : E) :
    ⟪(w : F), E.starProjection x⟫_ℝ = ⟪(w : F), x⟫_ℝ := by
  have h := E.starProjection_inner_eq_zero x w w.2
  rw [inner_sub_left] at h
  linarith [real_inner_comm x (w : F), real_inner_comm (E.starProjection x) (w : F)]

/-- The cell problem is solvable when `|t| ‖V‖ < c`: some fluctuation `e` in `E` makes the
displacement `(c + t V)(u + e)` orthogonal to `E`. -/
theorem cell_problem (h : |t| * ‖V‖ < c) :
    ∃ e : E, ∀ w : E, ⟪(w : F), permittivity V c t (u + (e : F))⟫_ℝ = 0 := by
  let T : E →ₗ[ℝ] E := LinearMap.codRestrict E
    ((E.starProjection.comp (permittivity V c t)).toLinearMap ∘ₗ E.subtype)
    (fun _ => E.starProjection_apply_mem _)
  have hT : ∀ e : E, (T e : F) = E.starProjection (permittivity V c t (e : F)) :=
    fun _ => rfl
  -- positivity of the energy makes the projected operator injective
  have hinj : Function.Injective T := by
    rw [injective_iff_map_eq_zero]
    intro e he
    have h0 : energy V c t (e : F) = 0 := by
      rw [energy, ← inner_proj E _ e, ← hT, he]
      simp
    have h1 := (abs_le.1 (energy_bound V c t (e : F))).1
    rw [h0] at h1
    have h2 : ‖(e : F)‖ ^ 2 ≤ 0 := by
      by_contra hn
      nlinarith [mul_pos (sub_pos.2 h) (not_le.1 hn)]
    have h3 : ‖(e : F)‖ = 0 :=
      (pow_eq_zero_iff two_ne_zero).1 (le_antisymm h2 (sq_nonneg _))
    exact Subtype.ext (by simpa using h3)
  -- in finite dimension it is then surjective
  obtain ⟨e, he⟩ := LinearMap.injective_iff_surjective.1 hinj
    ⟨-E.starProjection (permittivity V c t u), E.neg_mem (E.starProjection_apply_mem _)⟩
  have he' : E.starProjection (permittivity V c t (e : F))
      = -E.starProjection (permittivity V c t u) :=
    (hT e).symm.trans (congrArg Subtype.val he)
  refine ⟨e, fun w => ?_⟩
  rw [← inner_proj E _ w, map_add, map_add, he', add_neg_cancel, inner_zero_right]

variable {V}

/-- For symmetric `V`, adding a field `d` to `x` changes the energy by twice the work of `d`
against the displacement of `x`, plus the energy of `d`. -/
theorem energy_add (hV : ∀ x y, ⟪V x, y⟫_ℝ = ⟪x, V y⟫_ℝ) (x d : F) :
    energy V c t (x + d)
      = energy V c t x + 2 * ⟪d, permittivity V c t x⟫_ℝ + energy V c t d := by
  have hp : ∀ y, permittivity V c t y = c • y + t • V y := fun _ => rfl
  have h1 : ⟪x, V d⟫_ℝ = ⟪d, V x⟫_ℝ := (hV x d).symm.trans (real_inner_comm _ _)
  simp only [energy, hp, map_add, smul_add, inner_add_left, inner_add_right,
    real_inner_smul_right]
  linear_combination t * h1 + c * real_inner_comm d x

/-- For symmetric `V` and `|t| ‖V‖ < c`, the effective permittivity is a minimum: some field
`u + e` attains it. -/
theorem effective_isLeast (hV : ∀ x y, ⟪V x, y⟫_ℝ = ⟪x, V y⟫_ℝ) (h : |t| * ‖V‖ < c) :
    IsLeast (Set.range fun e : E => energy V c t (u + (e : F))) (effective V E u c t) := by
  obtain ⟨e, he⟩ := cell_problem V E u c t h
  have key : IsLeast (Set.range fun e : E => energy V c t (u + (e : F)))
      (energy V c t (u + (e : F))) := by
    refine ⟨⟨e, rfl⟩, ?_⟩
    rintro _ ⟨w, rfl⟩
    show energy V c t (u + (e : F)) ≤ energy V c t (u + (w : F))
    have hw : u + (w : F) = (u + (e : F)) + ((w - e : E) : F) := by
      push_cast
      abel
    rw [hw, energy_add c t hV (u + (e : F)) ((w - e : E) : F), he (w - e)]
    have h1 := (abs_le.1 (energy_bound V c t ((w - e : E) : F))).1
    have h2 := mul_nonneg (sub_pos.2 h).le (sq_nonneg ‖((w - e : E) : F)‖)
    linarith
  rw [effective, key.csInf_eq]
  exact key

/-- For symmetric `V`, `c ≠ 0` and a unit applied field `u` orthogonal to `E`, the energy of
`u + e` is the mean-field value, a coupling of `e` to the first-order local field, and the
energy of `e`. -/
theorem energy_expansion (hV : ∀ x y, ⟪V x, y⟫_ℝ = ⟪x, V y⟫_ℝ) (hc : c ≠ 0)
    (hu : ‖u‖ = 1) (hE : u ∈ Eᗮ) (e : E) :
    energy V c t (u + (e : F)) = c + t * ⟪u, V u⟫_ℝ
      - 2 * c * ⟪(e : F), localField V E u c t⟫_ℝ + energy V c t (e : F) := by
  have h0 : ⟪(e : F), u⟫_ℝ = 0 := (E.mem_orthogonal u).1 hE e e.2
  have hf : ⟪(e : F), localField V E u c t⟫_ℝ = -(t / c) * ⟪(e : F), V u⟫_ℝ := by
    rw [localField, real_inner_smul_right, inner_proj]
  have hp : permittivity V c t u = c • u + t • V u := rfl
  have hk : c * (t / c) = t := by field_simp
  have h1 : energy V c t u = c + t * ⟪u, V u⟫_ℝ := by
    rw [energy, hp, inner_add_right, real_inner_smul_right, real_inner_smul_right,
      real_inner_self_eq_norm_sq, hu]
    ring
  rw [energy_add c t hV, h1, hf, hp, inner_add_right, real_inner_smul_right,
    real_inner_smul_right, h0]
  linear_combination (-2 * ⟪(e : F), V u⟫_ℝ) * hk

/-- The squared size of the first-order local field is `(t/c)² ‖P V u‖²`, for `c ≠ 0`. -/
theorem localField_norm_sq :
    ‖localField V E u c t‖ ^ 2 = (t / c) ^ 2 * ‖E.starProjection (V u)‖ ^ 2 := by
  rw [localField, norm_smul, mul_pow, Real.norm_eq_abs, sq_abs]
  ring

/-- Weak-contrast expansion with an explicit error: for symmetric `V`, `c > 0`, a unit `u`
orthogonal to `E` and `|t| ‖V‖ ≤ c/2`, the effective permittivity is
`c + t⟨u,Vu⟩ - (t²/c)‖PVu‖²` up to `2‖V‖‖PVu‖²|t|³/c²`. -/
theorem weak_contrast (hV : ∀ x y, ⟪V x, y⟫_ℝ = ⟪x, V y⟫_ℝ) (hc : 0 < c)
    (hu : ‖u‖ = 1) (hE : u ∈ Eᗮ) (ht : |t| * ‖V‖ ≤ c / 2) :
    |effective V E u c t
        - (c + t * ⟪u, V u⟫_ℝ - t ^ 2 / c * ‖E.starProjection (V u)‖ ^ 2)|
      ≤ 2 * ‖V‖ * ‖E.starProjection (V u)‖ ^ 2 / c ^ 2 * |t| ^ 3 := by
  have hs := effective_isLeast E u c t hV (by linarith)
  have hN := localField_norm_sq (V := V) E u c t
  have hcube : |t| ^ 3 = |t| * t ^ 2 := by
    rw [← sq_abs t]
    ring
  have h2 : t ^ 2 / c * ‖E.starProjection (V u)‖ ^ 2 = c * ‖localField V E u c t‖ ^ 2 := by
    rw [hN]
    field_simp
  have h3 : 2 * ‖V‖ * ‖E.starProjection (V u)‖ ^ 2 / c ^ 2 * |t| ^ 3
      = 2 * (|t| * ‖V‖ * ‖localField V E u c t‖ ^ 2) := by
    rw [hN, hcube]
    ring
  have hmem : localField V E u c t ∈ E := E.smul_mem _ (E.starProjection_apply_mem _)
  have hx := energy_expansion E u c t hV hc.ne' hu hE
  rw [h2, h3, abs_le]
  set f := localField V E u c t
  have hpos : 0 ≤ |t| * ‖V‖ := by positivity
  constructor
  · -- lower bound: complete the square at the true minimiser
    obtain ⟨e, he⟩ := hs.1
    have he' : energy V c t (u + (e : F)) = effective V E u c t := he
    have hn : ‖(e : F)‖ ≤ ‖(e : F) - f‖ + ‖f‖ := by
      simpa using norm_add_le ((e : F) - f) f
    have hn2 : ‖(e : F)‖ ^ 2 ≤ 2 * ‖(e : F) - f‖ ^ 2 + 2 * ‖f‖ ^ 2 := by
      nlinarith [pow_le_pow_left₀ (norm_nonneg _) hn 2, sq_nonneg (‖(e : F) - f‖ - ‖f‖)]
    have q : c * ‖(e : F) - f‖ ^ 2
        = c * (‖(e : F)‖ ^ 2 - 2 * ⟪(e : F), f⟫_ℝ + ‖f‖ ^ 2) := by
      rw [norm_sub_sq_real]
    linarith [hx e, (abs_le.1 (energy_bound V c t (e : F))).1,
      mul_le_mul_of_nonneg_left hn2 hpos,
      mul_le_mul_of_nonneg_right ht (sq_nonneg ‖(e : F) - f‖)]
  · -- upper bound: the first-order local field as trial field
    have h4 : effective V E u c t ≤ energy V c t (u + f) := hs.2 ⟨⟨f, hmem⟩, rfl⟩
    have h5 := hx ⟨f, hmem⟩
    simp only [real_inner_self_eq_norm_sq] at h5
    linarith [(abs_le.1 (energy_bound V c t f)).2, mul_nonneg hpos (sq_nonneg ‖f‖)]

/-- For symmetric `V`, `c > 0` and a unit `u` orthogonal to `E`, the effective permittivity is
`c + t⟨u,Vu⟩ - (t²/c)‖PVu‖² + O(|t|³)` as `t → 0`. -/
theorem weak_contrast_isBigO (hV : ∀ x y, ⟪V x, y⟫_ℝ = ⟪x, V y⟫_ℝ) (hc : 0 < c)
    (hu : ‖u‖ = 1) (hE : u ∈ Eᗮ) :
    (fun t : ℝ => effective V E u c t
        - (c + t * ⟪u, V u⟫_ℝ - t ^ 2 / c * ‖E.starProjection (V u)‖ ^ 2))
      =O[𝓝 0] fun t : ℝ => |t| ^ 3 := by
  have hcont : Continuous fun t : ℝ => |t| * ‖V‖ := continuous_abs.mul continuous_const
  have hlim : Filter.Tendsto (fun t : ℝ => |t| * ‖V‖) (𝓝 0) (𝓝 0) := by
    simpa using hcont.tendsto 0
  refine Asymptotics.IsBigO.of_bound
    (2 * ‖V‖ * ‖E.starProjection (V u)‖ ^ 2 / c ^ 2) ?_
  filter_upwards [hlim (Iio_mem_nhds (half_pos hc))] with t ht
  have ht' : |t| * ‖V‖ < c / 2 := ht
  rw [Real.norm_eq_abs, Real.norm_of_nonneg (by positivity : (0 : ℝ) ≤ |t| ^ 3)]
  exact weak_contrast E u c t hV hc hu hE ht'.le

/-- For symmetric `V`, a unit `u` orthogonal to `E` and `|t| ‖V‖ < c`, local fields never raise
the permittivity above `c + t⟨u,Vu⟩`, and they leave it there exactly when `t = 0` or
`P V u = 0`. -/
theorem local_fields_never_raise (hV : ∀ x y, ⟪V x, y⟫_ℝ = ⟪x, V y⟫_ℝ)
    (hu : ‖u‖ = 1) (hE : u ∈ Eᗮ) (h : |t| * ‖V‖ < c) :
    effective V E u c t ≤ c + t * ⟪u, V u⟫_ℝ ∧
      (effective V E u c t = c + t * ⟪u, V u⟫_ℝ ↔ t = 0 ∨ E.starProjection (V u) = 0) := by
  have hc : 0 < c := lt_of_le_of_lt (by positivity) h
  have hs := effective_isLeast E u c t hV h
  have hx := energy_expansion E u c t hV hc.ne' hu hE
  have hmem : localField V E u c t ∈ E := E.smul_mem _ (E.starProjection_apply_mem _)
  have hgap : 0 < c - |t| * ‖V‖ := sub_pos.2 h
  -- the trial field lowers the energy by a definite amount
  have hup : effective V E u c t ≤ c + t * ⟪u, V u⟫_ℝ
      - (c - |t| * ‖V‖) * ‖localField V E u c t‖ ^ 2 := by
    have h4 : effective V E u c t ≤ energy V c t (u + localField V E u c t) :=
      hs.2 ⟨⟨_, hmem⟩, rfl⟩
    have h5 := hx ⟨_, hmem⟩
    simp only [real_inner_self_eq_norm_sq] at h5
    linarith [(abs_le.1 (energy_bound V c t (localField V E u c t))).2]
  have hle : effective V E u c t ≤ c + t * ⟪u, V u⟫_ℝ := by
    linarith [mul_nonneg hgap.le (sq_nonneg ‖localField V E u c t‖)]
  refine ⟨hle, fun heq => ?_, fun h0 => le_antisymm hle ?_⟩
  · have hz : ‖localField V E u c t‖ ^ 2 = 0 :=
      le_antisymm (le_of_mul_le_mul_left (by linarith) hgap) (sq_nonneg _)
    rw [localField_norm_sq] at hz
    rcases mul_eq_zero.1 hz with h1 | h1
    · left
      have h2 : t / c = 0 := (pow_eq_zero_iff two_ne_zero).1 h1
      exact (div_eq_zero_iff.1 h2).resolve_right hc.ne'
    · right
      exact norm_eq_zero.1 ((pow_eq_zero_iff two_ne_zero).1 h1)
  · have hf : localField V E u c t = 0 := by
      rcases h0 with h0 | h0
      · rw [localField, h0, zero_div, neg_zero, zero_smul]
      · rw [localField, h0, smul_zero]
    obtain ⟨e, he⟩ := hs.1
    have he' : energy V c t (u + (e : F)) = effective V E u c t := he
    have h6 := hx e
    rw [hf, inner_zero_right] at h6
    linarith [(abs_le.1 (energy_bound V c t (e : F))).1,
      mul_nonneg hgap.le (sq_nonneg ‖(e : F)‖)]

end

end WeakContrast
```

```lean
#print axioms WeakContrast.weak_contrast_isBigO
#print axioms WeakContrast.local_fields_never_raise
```

```
'WeakContrast.weak_contrast_isBigO' depends on axioms: [propext, Classical.choice, Quot.sound]
'WeakContrast.local_fields_never_raise' depends on axioms: [propext, Classical.choice, Quot.sound]
```

## The expansion and the sign

Let \(F\) be a real inner-product space of fields, \(E\) a finite-dimensional subspace with orthogonal projector \(P\), and \(u\) a unit vector orthogonal to \(E\). The permittivity is \(c+tV\), with background \(c>0\), a bounded symmetric contrast operator \(V\) and a real strength \(t\). Write

\[
Q(x)=\langle x,(c+tV)x\rangle ,\qquad s(t)=\inf_{e\in E}Q(u+e),\qquad m=c+t\langle u,Vu\rangle .
\]

In the file \(Q\) is `energy` and \(s(t)\) is `effective`. There are three main results.

- `weak_contrast`: if \(|t|\,\|V\|\le c/2\), then
\[
\Bigl|\,s(t)-\Bigl(m-\frac{t^2}{c}\|PVu\|^2\Bigr)\Bigr|\le\frac{2\|V\|\,\|PVu\|^2}{c^2}\,|t|^3 .
\]
- `weak_contrast_isBigO`: with everything but \(t\) held fixed, the error is \(O(|t|^3)\) as \(t\to0\).
- `local_fields_never_raise`: if \(|t|\,\|V\|<c\), then \(s(t)\le m\), with equality exactly when \(t=0\) or \(PVu=0\).

The reference value is \(m=Q(u)\), the mean permittivity along the applied field. The effective permittivity may well lie above the background \(c\).

## Fields, fluctuations and what is idealised

The vector \(u\) is the applied field, in the sense of the prescribed average field inside the material, and \(E\) holds the fluctuations that the material can add to it. In a periodic medium these would be zero-mean gradient fields, restricted to a finite basis. Of \(u\) and \(E\), the main results use only that \(E\) is finite-dimensional and that \(u\) is a unit vector with `u ∈ Eᗮ`; \(F\) itself may be infinite-dimensional.

The type `F →L[ℝ] F` makes \(V\) a bounded linear operator, `hV` says that it is symmetric, and `E.starProjection` is \(P\). The energy carries no factor \(1/2\), so with \(\|u\|=1\) its minimum is the permittivity itself. The response is linear, static and lossless: complex permittivities and the limit of an infinite basis are left aside.

The same structure appears in electronic-structure work. For a static dielectric matrix that is real, symmetric, finite and positive definite, neglecting local fields never underestimates the macroscopic dielectric constant. Positive definiteness is enough: with \(t=1\) and \(c\) midway between the smallest and the largest eigenvalue, \(\|V\|<c\).

## Why the minimum exists

Put \(\beta=|t|\,\|V\|\). By the Cauchy–Schwarz inequality (`energy_bound`),

\[
\bigl|Q(x)-c\|x\|^2\bigr|=|t|\,|\langle x,Vx\rangle|\le\beta\|x\|^2 .
\]

Let \(\beta<c\). The cell problem asks for \(e\in E\) such that \((c+tV)(u+e)\) is orthogonal to \(E\), that is, \(Te=-P(c+tV)u\) with \(T=P(c+tV)\) restricted to \(E\). If \(Te=0\), then \(0=\langle e,Te\rangle=Q(e)\ge(c-\beta)\|e\|^2\), so \(e=0\). Thus \(T\) is injective and, in finite dimension, surjective. This is `cell_problem`; it uses `inner_proj`, which states \(\langle w,Px\rangle=\langle w,x\rangle\) for \(w\in E\).

For symmetric \(V\), `energy_add` gives

\[
Q(x+d)=Q(x)+2\langle d,(c+tV)x\rangle+Q(d).
\]

Take \(x=u+e\), with \(e\) the solution just found, and \(d=w-e\) for any \(w\in E\). The middle term vanishes and \(Q(d)\ge0\), so \(Q(u+w)\ge Q(u+e)\). Hence the infimum is attained, which `effective_isLeast` records.

## Two bounds from one local field

Take \(x=u\) and \(d=e\in E\) in the same identity. Since \(\langle e,u\rangle=0\), the middle term is \(2t\langle e,Vu\rangle=2t\langle e,PVu\rangle\). With the first-order local field \(f=-(t/c)PVu\), called `localField`, this becomes `energy_expansion`:

\[
Q(u+e)=m-2c\langle e,f\rangle+Q(e).
\]

By `localField_norm_sq`, \(c\|f\|^2=(t^2/c)\|PVu\|^2\), which is the predicted lowering.

**Upper bound.** The field \(f\) lies in \(E\), so it may serve as a trial field:

\[
s(t)\le m-2c\|f\|^2+(c+\beta)\|f\|^2=m-c\|f\|^2+\beta\|f\|^2 .
\]

**Lower bound.** Let \(e\) now be the true minimiser. Completing the square gives

\[
s(t)\ge m-2c\langle e,f\rangle+(c-\beta)\|e\|^2
=m-c\|f\|^2+c\|e-f\|^2-\beta\|e\|^2 .
\]

Since \(\|e\|^2\le2\|e-f\|^2+2\|f\|^2\), the right-hand side is at least

\[
m-c\|f\|^2+(c-2\beta)\|e-f\|^2-2\beta\|f\|^2 .
\]

For \(\beta\le c/2\) the term in \(\|e-f\|^2\) is non-negative and can be discarded. The error is therefore at most \(2\beta\|f\|^2=2\|V\|\,\|PVu\|^2|t|^3/c^2\).

In `weak_contrast`, `constructor` separates the two bounds. The square is expanded in `q`, the estimate of \(\|e\|^2\) is `hn2`, and `linarith` adds up the inequalities. For the \(O(|t|^3)\) form, `filter_upwards` restricts to \(t\) near zero, where \(|t|\,\|V\|<c/2\).

**Sign.** The upper bound also reads \(s(t)\le m-(c-\beta)\|f\|^2\), so \(s(t)\le m\) whenever \(\beta<c\). Equality forces \(f=0\), hence \(t=0\) or \(PVu=0\). Conversely, if \(f=0\), then \(Q(u+e)=m+Q(e)\ge m\) for every \(e\in E\), so \(s(t)=m\).

## Two layers in series

Take equally thick layers with permittivities 3 and 2, and a field normal to them. A field that is constant in each layer is a pair \((x_1,x_2)\), with the averaged inner product \(\langle x,y\rangle=(x_1y_1+x_2y_2)/2\). Then \(u=(1,1)\) is a unit vector, and \(E\) consists of the multiples of \((1,-1)\). Choose \(c=2\), \(t=1\) and \(V=\mathrm{diag}(1,0)\), so that \(\|V\|=1\) and \(|t|\,\|V\|=c/2\), the largest value that the error bound allows for this choice of \(c\).

Here \(\langle u,Vu\rangle=1/2\), \(PVu=(1/2,-1/2)\) and \(\|PVu\|^2=1/4\). The mean is \(m=2.5\), and the expansion gives \(2.5-\tfrac12\cdot\tfrac14=2.375\). For \(e=(y,-y)\) the energy is

\[
\tfrac12\bigl[3(1+y)^2+2(1-y)^2\bigr]=2.5+y+2.5\,y^2 ,
\]

with its minimum \(2.4\) at \(y=-0.2\). This is the harmonic mean of 3 and 2, as expected for layers in series. The error of the expansion is \(0.025\), within the bound \(2\cdot1\cdot\tfrac14/4=0.125\).
